# Square-first SP2 pairs send occupations in [0, 1] to 0 or 1 on either side of (√5 − 1)/2

SP2, second-order spectral projection, starts from a Hamiltonian mapped linearly so that its eigenvalues lie in [0, 1], with low energies near 1. It treats these eigenvalues as initial occupations and builds a density matrix by repeated steps of two kinds, X² and 2X − X². Their order is fixed here in advance: each pair squares its argument and then applies 2X − X². In density-matrix calculations the next step is usually selected from the trace, to reach a prescribed electron number. With a fixed order, a fixed occupation threshold decides which levels are filled, and the electron number follows from the spectrum.

## The threshold and the two contraction factors

For an occupation x, one pair gives

f(x) = 2x² − x⁴.

Let c = (√5 − 1)/2, and let fⁿ denote n applications of f. For x in [0, 1], the claim is that fⁿ(x) tends to 0 if x < c, stays at c if x = c, and tends to 1 if x > c.

Since √5 lies between 1 and 3, c lies between 0 and 1. Moreover,

c² + c = (6 − 2√5)/4 + (2√5 − 2)/4 = 1.

This makes c a fixed point:

c − f(c) = c(1 − c)(1 − c − c²) = 0.

**Below the threshold.** Write f(y) = r(y)y with r(y) = 2y − y³, and let 0 ≤ x ≤ c. Then x² + x ≤ 1, so x ≤ 2/3 and

1 − r(x) = (1 − x)(1 − x − x²) ≥ 0.

Also r(x) = x(2 − x²) ≥ 0. For 0 ≤ y ≤ x,

r(x) − r(y) = (x − y)(2 − x² − xy − y²) ≥ 0,

because x² + xy + y² ≤ 4/3. The factor is therefore largest at the starting point. If y = fⁿ(x) satisfies 0 ≤ y ≤ r(x)ⁿx, then y ≤ x, and the next iterate r(y)y is nonnegative and at most r(x)ⁿ⁺¹x. By induction,

0 ≤ fⁿ(x) ≤ r(x)ⁿx.

If x < c, then r(x) < 1 and the bound tends to 0.

**Above the threshold.** Follow the hole occupation 1 − y instead:

1 − f(y) = (1 − y²)² = s(y)(1 − y), where s(y) = (1 − y)(1 + y)² = 1 − y(y² + y − 1).

For c ≤ x ≤ y ≤ 1, both y and y² + y − 1 are nonnegative and at least as large as their values at x. Hence 0 ≤ s(y) ≤ s(x) ≤ 1. The same induction, which keeps the iterates between x and 1, gives

0 ≤ 1 − fⁿ(x) ≤ s(x)ⁿ(1 − x).

If x > c, then s(x) < 1 and fⁿ(x) tends to 1. Both factors approach 1 as x approaches c, so the bounds are pessimistic for levels near the threshold: they keep the factor of the starting point throughout. The recursion itself is faster. Close to c, a pair multiplies the distance from c by about f′(c) = 4c² ≈ 1.53, and close to 0 or 1 it squares the remaining error, up to a constant factor.

## Definitions shared by numbers and matrices

```lean
import Mathlib

open Filter Topology

namespace SP2Alternating

noncomputable section
```

The two steps are defined in an arbitrary ring `R`. The same definitions therefore act on a real occupation and on a complex matrix, where powers mean matrix products.

```lean
/-- The SP2 step that squares its argument. -/
def squareStep {R : Type*} [Ring R] (X : R) : R := X ^ 2

/-- The SP2 step that sends `X` to `2X - X²`. -/
def foldStep {R : Type*} [Ring R] (X : R) : R := 2 * X - X ^ 2
```

Composing them in the two possible orders gives two recursions.

```lean
/-- One SP2 pair: first square, then apply `2X - X²`. -/
def sp2Pair {R : Type*} [Ring R] (X : R) : R := foldStep (squareStep X)

/-- The SP2 pair in the opposite order: first `2X - X²`, then square. -/
def sp2PairRev {R : Type*} [Ring R] (X : R) : R := squareStep (foldStep X)
```

The real number `threshold` is c.

```lean
/-- The threshold occupation `c = (√5 - 1)/2`. -/
def threshold : ℝ := (√5 - 1) / 2
```

The next lemma identifies the pair with the quartic polynomial f, in any ring.

```lean
/-- The SP2 pair is the quartic polynomial `2X² - X⁴`. -/
theorem sp2Pair_eq {R : Type*} [Ring R] (X : R) :
    sp2Pair X = 2 * X ^ 2 - X ^ 4 := by
  simp only [sp2Pair, foldStep, squareStep, ← pow_mul, Nat.reduceMul]
```

The bounds on c come from those on √5; `linear_combination` obtains c² + c = 1 from the square of √5.

```lean
/-- The threshold lies strictly between 0 and 1 and solves `c² + c = 1`. -/
theorem threshold_spec :
    0 < threshold ∧ threshold < 1 ∧ threshold ^ 2 + threshold = 1 := by
  have h5 : √5 ^ 2 = (5 : ℝ) := Real.sq_sqrt (by norm_num)
  have h1 : 1 < √5 := (Real.lt_sqrt (by norm_num)).2 (by norm_num)
  have h3 : √5 < 3 := (Real.sqrt_lt' (by norm_num)).2 (by norm_num)
  unfold threshold
  refine ⟨by linarith, by linarith, ?_⟩
  linear_combination h5 / 4
```

## Geometric bounds from the starting occupation

In Lean, `sp2Pair^[n] x` is fⁿ(x). The first bound treats 0 ≤ x ≤ c. Here `hr0` and `hr1` place r(x) in [0, 1], `hf` is the factorisation of f, and `hle` is the comparison r(y) ≤ r(x). The products supplied to `nlinarith` include the factorisations in the derivation, together with others that justify its elementary estimates.

```lean
/-- An occupation `x` in `[0, c]` stays nonnegative under repeated SP2 pairs and is bounded
after `n` pairs by `(2x - x³)ⁿ x`. -/
theorem iterate_le_of_le_threshold {x : ℝ} (hx : 0 ≤ x) (hxc : x ≤ threshold) (n : ℕ) :
    0 ≤ sp2Pair^[n] x ∧ sp2Pair^[n] x ≤ (2 * x - x ^ 3) ^ n * x := by
  obtain ⟨c0, c1, hc⟩ := threshold_spec
  have hq : x ^ 2 + x ≤ 1 := by
    nlinarith [mul_nonneg (sub_nonneg.2 hxc) (add_nonneg c0.le hx)]
  have hx23 : x ≤ 2 / 3 := by nlinarith [sq_nonneg (x - 2 / 3)]
  have hr0 : 0 ≤ 2 * x - x ^ 3 := by
    have h : 0 ≤ 2 - x ^ 2 := by linarith
    nlinarith [mul_nonneg hx h]
  have hr1 : 2 * x - x ^ 3 ≤ 1 := by
    have h : 0 ≤ (1 - x) * (1 - x - x ^ 2) :=
      mul_nonneg (by linarith) (by linarith)
    nlinarith [h]
  induction n with
  | zero => simpa using hx
  | succ n ih =>
    obtain ⟨h0, h1⟩ := ih
    rw [Function.iterate_succ_apply']
    generalize sp2Pair^[n] x = y at h0 h1 ⊢
    have hyx : y ≤ x := h1.trans (mul_le_of_le_one_left hx (pow_le_one₀ hr0 hr1))
    have hf : sp2Pair y = (2 * y - y ^ 3) * y := by rw [sp2Pair_eq]; ring
    have hs : 0 ≤ 2 - x ^ 2 - x * y - y ^ 2 := by
      nlinarith [mul_nonneg hx (sub_nonneg.2 hx23), mul_nonneg h0 (sub_nonneg.2 hx23),
        mul_nonneg h0 (sub_nonneg.2 (hyx.trans hx23))]
    -- the contraction factor is largest at the starting point
    have hle : 2 * y - y ^ 3 ≤ 2 * x - x ^ 3 := by
      nlinarith [mul_nonneg (sub_nonneg.2 hyx) hs]
    have hy0 : 0 ≤ 2 * y - y ^ 3 := by
      have h : 0 ≤ 2 - y ^ 2 := by nlinarith [mul_nonneg hx h0, sq_nonneg x]
      nlinarith [mul_nonneg h0 h]
    rw [hf]
    refine ⟨mul_nonneg hy0 h0, ?_⟩
    rw [pow_succ' _ n, mul_assoc _ _ x]
    exact mul_le_mul hle h1 h0 hr0
```

The induction turns on `Function.iterate_succ_apply'`. By definition, `f^[n+1] x` unfolds to `f^[n] (f x)`, which changes the starting point, whereas the induction hypothesis concerns the original x. The lemma rewrites the expression as `f (f^[n] x)`, with the newest step outermost. Then `generalize` names the inner iterate `y`, leaving a polynomial inequality in x and y.

The hole bound uses the same device. Its `hle` compares s(y) with s(x) by multiplying the inequalities for y and y² + y − 1.

```lean
/-- An occupation `x` in `[c, 1]` stays at most 1 under repeated SP2 pairs, and its distance
from 1 after `n` pairs is at most `((1 - x)(1 + x)²)ⁿ (1 - x)`. -/
theorem one_sub_iterate_le_of_threshold_le {x : ℝ} (hxc : threshold ≤ x) (hx : x ≤ 1)
    (n : ℕ) : sp2Pair^[n] x ≤ 1 ∧
      1 - sp2Pair^[n] x ≤ ((1 - x) * (1 + x) ^ 2) ^ n * (1 - x) := by
  obtain ⟨c0, c1, hc⟩ := threshold_spec
  have hx0 : 0 ≤ x := c0.le.trans hxc
  have hx1 : 0 ≤ 1 - x := sub_nonneg.2 hx
  have hq : 0 ≤ x ^ 2 + x - 1 := by
    nlinarith [mul_nonneg (sub_nonneg.2 hxc) (add_nonneg c0.le hx0)]
  have hr0 : 0 ≤ (1 - x) * (1 + x) ^ 2 := mul_nonneg hx1 (sq_nonneg _)
  have hr1 : (1 - x) * (1 + x) ^ 2 ≤ 1 := by nlinarith [mul_nonneg hx0 hq]
  induction n with
  | zero => simpa using hx
  | succ n ih =>
    obtain ⟨h0, h1⟩ := ih
    rw [Function.iterate_succ_apply']
    generalize sp2Pair^[n] x = y at h0 h1 ⊢
    have hxy : x ≤ y := by
      have := h1.trans (mul_le_of_le_one_left hx1 (pow_le_one₀ hr0 hr1))
      linarith
    have hy1 : 0 ≤ 1 - y := sub_nonneg.2 h0
    have hf : 1 - sp2Pair y = ((1 - y) * (1 + y) ^ 2) * (1 - y) := by
      rw [sp2Pair_eq]; ring
    -- again the contraction factor is largest at the starting point
    have hle : (1 - y) * (1 + y) ^ 2 ≤ (1 - x) * (1 + x) ^ 2 := by
      have h2 : x ^ 2 + x - 1 ≤ y ^ 2 + y - 1 := by
        nlinarith [mul_nonneg (sub_nonneg.2 hxy) (add_nonneg hx0 (hx0.trans hxy))]
      have h3 := mul_le_mul hxy h2 hq (hx0.trans hxy)
      linarith
    constructor
    · have : 0 ≤ 1 - sp2Pair y := by
        rw [hf]; exact mul_nonneg (mul_nonneg hy1 (sq_nonneg _)) hy1
      linarith
    · rw [hf, pow_succ' _ n, mul_assoc _ _ (1 - x)]
      exact mul_le_mul hle h1 hy1 hr0
```

## The three cases, and a start outside [0, 1]

The theorem assumes 0 ≤ x ≤ 1 and states the three cases as implications; `Tendsto … atTop (𝓝 0)` means convergence to 0 as n grows. Strict inequalities make the factors smaller than 1, and `squeeze_zero` traps the occupation or hole between 0 and a vanishing geometric sequence. At c, the fixed-point identity settles every n.

```lean
/-- Under repeated SP2 pairs an occupation in `[0, 1]` tends to 0 if it starts below `c`,
stays at `c` if it starts there, and tends to 1 if it starts above `c`. -/
theorem sp2Pair_trichotomy {x : ℝ} (hx0 : 0 ≤ x) (hx1 : x ≤ 1) :
    (x < threshold → Tendsto (fun n => sp2Pair^[n] x) atTop (𝓝 0)) ∧
    (x = threshold → ∀ n, sp2Pair^[n] x = threshold) ∧
    (threshold < x → Tendsto (fun n => sp2Pair^[n] x) atTop (𝓝 1)) := by
  obtain ⟨c0, c1, hc⟩ := threshold_spec
  refine ⟨fun h => ?_, fun h n => ?_, fun h => ?_⟩
  · have hq : 0 < 1 - x - x ^ 2 := by
      nlinarith [mul_pos (sub_pos.2 h) (add_pos_of_pos_of_nonneg c0 hx0)]
    have hr0 : 0 ≤ 2 * x - x ^ 3 := by
      have h2 : 0 ≤ 2 - x ^ 2 := by linarith
      nlinarith [mul_nonneg hx0 h2]
    have hr1 : 2 * x - x ^ 3 < 1 := by
      have h2 : 0 < (1 - x) * (1 - x - x ^ 2) := mul_pos (by linarith) hq
      nlinarith [h2]
    have ht := (tendsto_pow_atTop_nhds_zero_of_lt_one hr0 hr1).mul_const x
    rw [zero_mul] at ht
    exact squeeze_zero (fun n => (iterate_le_of_le_threshold hx0 h.le n).1)
      (fun n => (iterate_le_of_le_threshold hx0 h.le n).2) ht
  · have hfix : sp2Pair threshold = threshold := by
      rw [sp2Pair_eq]
      linear_combination (threshold * (1 - threshold)) * hc
    rw [h]
    exact Function.iterate_fixed hfix n
  · have hxp : 0 < x := c0.trans h
    have hq : 0 < x ^ 2 + x - 1 := by
      nlinarith [mul_pos (sub_pos.2 h) (add_pos c0 hxp)]
    have hr0 : 0 ≤ (1 - x) * (1 + x) ^ 2 := mul_nonneg (sub_nonneg.2 hx1) (sq_nonneg _)
    have hr1 : (1 - x) * (1 + x) ^ 2 < 1 := by nlinarith [mul_pos hxp hq]
    have ht := (tendsto_pow_atTop_nhds_zero_of_lt_one hr0 hr1).mul_const (1 - x)
    rw [zero_mul] at ht
    have hz : Tendsto (fun n => 1 - sp2Pair^[n] x) atTop (𝓝 0) :=
      squeeze_zero
        (fun n => sub_nonneg.2 (one_sub_iterate_le_of_threshold_le h.le hx1 n).1)
        (fun n => (one_sub_iterate_le_of_threshold_le h.le hx1 n).2) ht
    simpa using hz.const_sub 1
```

The upper bound x ≤ 1 matters. Take x = √2, which lies above c:

f(√2) = 2·2 − 4 = 0.

All later iterates are 0, so the third case fails. In practice, the condition x ≤ 1 reflects spectral bounds that enclose the Hamiltonian's eigenvalues before they are mapped to occupations.

## Reversing the order exchanges particles and holes

The opposite order gives g(x) = (2x − x²)². Since 1 − (1 − x)² = 2x − x²,

g(x) = 1 − f(1 − x), and hence gⁿ(x) = 1 − fⁿ(1 − x).

The threshold moves to 1 − c. In the proof, `key` is this identity for all n, and the three cases follow from the previous theorem applied to 1 − x.

```lean
/-- With the two SP2 steps in the opposite order, the same three cases hold with the
threshold moved to `1 - c`. -/
theorem sp2PairRev_trichotomy {x : ℝ} (hx0 : 0 ≤ x) (hx1 : x ≤ 1) :
    (x < 1 - threshold → Tendsto (fun n => sp2PairRev^[n] x) atTop (𝓝 0)) ∧
    (x = 1 - threshold → ∀ n, sp2PairRev^[n] x = 1 - threshold) ∧
    (1 - threshold < x → Tendsto (fun n => sp2PairRev^[n] x) atTop (𝓝 1)) := by
  -- particle-hole symmetry exchanges the two orders
  have key : ∀ n, sp2PairRev^[n] x = 1 - sp2Pair^[n] (1 - x) := by
    intro n
    induction n with
    | zero => simp
    | succ n ih =>
      rw [Function.iterate_succ_apply', Function.iterate_succ_apply', ih]
      simp only [sp2PairRev, sp2Pair, squareStep, foldStep]
      ring
  obtain ⟨h1, h2, h3⟩ := sp2Pair_trichotomy (sub_nonneg.2 hx1) (sub_le_self 1 hx0)
  simp only [key]
  refine ⟨fun h => ?_, fun h n => ?_, fun h => ?_⟩
  · simpa using (h3 (by linarith)).const_sub 1
  · rw [h2 (by linarith) n]
  · simpa using (h1 (by linarith)).const_sub 1
```

## From occupations to a density matrix

If VU = 1, then (UEV)² = UE(VU)EV = UE²V. Both SP2 steps therefore commute with the map E ↦ UEV, which is a change of basis when U is unitary and V = U*.

```lean
/-- An SP2 pair commutes with the map `D ↦ U D V` whenever `V U = 1`. -/
theorem sp2Pair_conj {R : Type*} [Ring R] {U V : R} (h : V * U = 1) (D : R) :
    sp2Pair (U * D * V) = U * sp2Pair D * V := by
  have hsq : ∀ E : R, (U * E * V) ^ 2 = U * E ^ 2 * V := fun E => by
    calc (U * E * V) ^ 2 = U * E * (V * U) * E * V := by simp only [sq, mul_assoc]
      _ = U * E ^ 2 * V := by rw [h, mul_one, sq, mul_assoc U E E]
  simp only [sp2Pair, foldStep, squareStep, hsq, two_mul, mul_sub, sub_mul, mul_add, add_mul]
```

Now let U be unitary and take the starting matrix U diag(x) U*, with finitely many occupations xᵢ in [0, 1], none equal to c. After k pairs it is U diag(fᵏ(xᵢ)) U*. Its limit is U diag(θ) U*, where θᵢ = 1 if xᵢ > c and θᵢ = 0 otherwise.

In the code, `star U` is U*, the finite type `m` labels the levels, and convergence is entrywise. The exclusion `hxc` means that no level sits at the threshold, where it would remain fractionally occupied. The proof obtains the diagonal form in `hiter`, the limit of each occupation in `hlim`, and the matrix limit from the continuity `hG` of v ↦ U diag(v) U*.

```lean
/-- For a matrix `U diag(x) U*` with `U` unitary and all `xᵢ` in `[0, 1]` different from `c`,
repeated SP2 pairs converge to the matrix with each `xᵢ` replaced by 1 if `xᵢ > c`
and by 0 otherwise. -/
theorem sp2Pair_matrix_tendsto {m : Type*} [Fintype m] [DecidableEq m]
    {U : Matrix m m ℂ} (hU : U ∈ Matrix.unitaryGroup m ℂ) {x : m → ℝ}
    (hx0 : ∀ i, 0 ≤ x i) (hx1 : ∀ i, x i ≤ 1) (hxc : ∀ i, x i ≠ threshold) :
    Tendsto (fun k => sp2Pair^[k] (U * Matrix.diagonal (fun i => (x i : ℂ)) * star U)) atTop
      (𝓝 (U * Matrix.diagonal (fun i => if threshold < x i then (1 : ℂ) else 0) * star U)) := by
  have hU' : star U * U = 1 := Matrix.mem_unitaryGroup_iff'.1 hU
  have hdiag : ∀ y : m → ℝ, sp2Pair (Matrix.diagonal (fun i => (y i : ℂ))) =
      Matrix.diagonal (fun i => ((sp2Pair (y i) : ℝ) : ℂ)) := fun y => by
    simp only [sp2Pair, foldStep, squareStep, sq, two_mul, Matrix.diagonal_mul_diagonal,
      Matrix.diagonal_add, Matrix.diagonal_sub, Complex.ofReal_sub, Complex.ofReal_add,
      Complex.ofReal_mul]
  -- the recursion acts on each eigenvalue separately
  have hiter : ∀ k, sp2Pair^[k] (U * Matrix.diagonal (fun i => (x i : ℂ)) * star U) =
      U * Matrix.diagonal (fun i => ((sp2Pair^[k] (x i) : ℝ) : ℂ)) * star U := by
    intro k
    induction k with
    | zero => rfl
    | succ k ih =>
      rw [Function.iterate_succ_apply', ih, sp2Pair_conj hU', hdiag]
      simp only [Function.iterate_succ_apply']
  have hG : Continuous (fun v : m → ℂ => U * Matrix.diagonal v * star U) :=
    (continuous_const.matrix_mul continuous_id.matrix_diagonal).matrix_mul continuous_const
  have hlim : Tendsto (fun k => fun i => ((sp2Pair^[k] (x i) : ℝ) : ℂ)) atTop
      (𝓝 (fun i => if threshold < x i then (1 : ℂ) else 0)) := by
    refine tendsto_pi_nhds.2 fun i => ?_
    obtain ⟨hlow, -, hhigh⟩ := sp2Pair_trichotomy (hx0 i) (hx1 i)
    by_cases h : threshold < x i
    · have ht := (Complex.continuous_ofReal.tendsto 1).comp (hhigh h)
      rw [Complex.ofReal_one] at ht
      rw [if_pos h]
      exact ht
    · have ht := (Complex.continuous_ofReal.tendsto 0).comp
        (hlow (lt_of_le_of_ne (not_lt.1 h) (hxc i)))
      rw [Complex.ofReal_zero] at ht
      rw [if_neg h]
      exact ht
  simp only [hiter]
  exact (hG.tendsto _).comp hlim

end

end SP2Alternating
```

For a fixed one-particle Hamiltonian in a finite orthonormal basis, mapped linearly into [0, 1] so that low energies have large x and no level lands on c, the limit is the zero-temperature density matrix with the chemical potential at the energy mapped to c. The recursion is taken in exact arithmetic, without the truncation of small matrix elements that many linear-scaling codes use.

```lean
#print axioms SP2Alternating.sp2Pair_trichotomy
#print axioms SP2Alternating.sp2PairRev_trichotomy
#print axioms SP2Alternating.sp2Pair_matrix_tendsto
```

```
'SP2Alternating.sp2Pair_trichotomy' depends on axioms: [propext, Classical.choice, Quot.sound]
'SP2Alternating.sp2PairRev_trichotomy' depends on axioms: [propext, Classical.choice, Quot.sound]
'SP2Alternating.sp2Pair_matrix_tendsto' depends on axioms: [propext, Classical.choice, Quot.sound]
```
